# The density of states −Im Tr G(E + iη)/π, with η > 0, of an n-level Hermitian Hamiltonian is a sum of Lorentzians with total weight n

Take a single level at real energy e. Its Green function at E + iη, with η > 0, is 1/(E + iη − e), and minus its imaginary part divided by π is

(η/π) / ((E − e)² + η²),

a Lorentzian of half-width η whose integral over E is 1. For an n by n Hermitian matrix H, I would expect the trace of the Green function to give one such line per eigenvalue, and the integral to give n, even when H is far from diagonal and has degenerate levels. Can this be made rigorous and checked by machine, starting from the matrix inverse and not from the Lorentzians?

## One line of unit weight per eigenvalue

Yes, for every finite Hermitian matrix and every η > 0. Let e_j be the eigenvalues, listed with multiplicity, and write H = U D U†, with U unitary and D = diag(e_j). Since U U† = I,

zI − H = U (zI − D) U†.

If z differs from every e_j, the diagonal matrix zI − D is invertible, and so

G(z) = (zI − H)⁻¹ = U (zI − D)⁻¹ U†.

The trace is cyclic and U†U = I, which gives

Tr G(z) = Σ_j 1/(z − e_j).

Now set z = E + iη. The e_j are real and z has imaginary part η > 0, so z is never an eigenvalue. Each term is

1/(E − e_j + iη) = (E − e_j − iη) / ((E − e_j)² + η²).

Taking minus the imaginary part and dividing by π gives the density of states

ρ(E) = −Im Tr G(E + iη)/π = Σ_j (η/π) / ((E − e_j)² + η²).

For the weight of one line, substitute x = (E − e_j)/η, so that dE = η dx:

∫ (η/π) / ((E − e_j)² + η²) dE = (1/π) ∫ dx/(1 + x²) = 1.

The sum over j is finite, so the integral of ρ is n.

Over a finite window the same substitution gives

∫_a^b ρ(E) dE = (1/π) Σ_j [arctan((b − e_j)/η) − arctan((a − e_j)/η)].

As η → 0 from above, arctan(c/η) tends to π/2 for c > 0 and to −π/2 for c < 0. A level with a < e_j < b therefore contributes 1 in the limit, and a level outside [a, b] contributes 0. A level exactly at one end of a window with a < b would contribute 1/2, which is why the counting theorem excludes eigenvalues at the endpoints.

## What the Lean theorems say

The finite type `n` labels the basis states, and `Fintype.card n` is the dimension. `greenFunction H z` is the matrix inverse of zI − H, and `densityOfStates H η E` is defined from its trace. The hypothesis `hH : H.IsHermitian` supplies the real numbers `hH.eigenvalues j`, one for each index, so a degenerate level appears as often as its multiplicity.

`densityOfStates_sum_rule` states that, for η > 0, the density equals the sum of Lorentzians at every real E, is integrable, and has integral `Fintype.card n`. Lean assigns a value even to the inverse of a singular matrix, so `densityOfStates_eq_sum` also proves that (E + iη)I − H times the Green function is the identity.

`window_weight` is the arctangent formula for any real a and b. `window_weight_tendsto_count` assumes a ≤ b with neither endpoint an eigenvalue, and gives the level count as η → 0 from above, written `𝓝[>] 0`. The limit is taken after integrating over the window.

The width η is a given constant, the same for all levels; it stands for a finite energy resolution or a uniform level width. For non-interacting electrons in a finite orthonormal basis, ρ is the broadened density of one-particle states. Overlap matrices, energy-dependent self-energies and continuous spectra are not covered.

```lean
import Mathlib

open MeasureTheory Filter Topology
open scoped Real

namespace BroadenedDensityOfStates

noncomputable section

variable {n : Type*} [Fintype n] [DecidableEq n]

/-- The Green function (resolvent) of the Hamiltonian `H` at complex energy `z`. -/
def greenFunction (H : Matrix n n ℂ) (z : ℂ) : Matrix n n ℂ :=
  (z • (1 : Matrix n n ℂ) - H)⁻¹

/-- The broadened density of states: minus the imaginary part of the trace of the
Green function at `E + iη`, divided by `π`. -/
def densityOfStates (H : Matrix n n ℂ) (η E : ℝ) : ℝ :=
  -(greenFunction H (E + η * Complex.I)).trace.im / π

/-- The Lorentzian line of half-width `η` centred at the level `e`. -/
def lorentzian (η e E : ℝ) : ℝ := (η / π) / ((E - e) ^ 2 + η ^ 2)

/-- At a complex energy that is not an eigenvalue, the Green function inverts `z - H`, and its
trace is the sum of the simple fractions `1 / (z - e_j)`. -/
theorem greenFunction_trace {H : Matrix n n ℂ} (hH : H.IsHermitian) {z : ℂ}
    (hz : ∀ j, z ≠ (hH.eigenvalues j : ℂ)) :
    (z • (1 : Matrix n n ℂ) - H) * greenFunction H z = 1 ∧
      (greenFunction H z).trace = ∑ j, (z - (hH.eigenvalues j : ℂ))⁻¹ := by
  -- diagonalise the Hamiltonian by a unitary matrix
  obtain ⟨U, hU, hU', hs⟩ : ∃ U : Matrix n n ℂ, U * star U = 1 ∧ star U * U = 1 ∧
      H = U * Matrix.diagonal (fun j => (hH.eigenvalues j : ℂ)) * star U := by
    refine ⟨hH.eigenvectorUnitary, Unitary.coe_mul_star_self _,
      Unitary.coe_star_mul_self _, ?_⟩
    have h := hH.spectral_theorem
    rw [Unitary.conjStarAlgAut_apply] at h
    exact h
  generalize hH.eigenvalues = e at hz hs ⊢
  have hd : Matrix.diagonal (fun j => z - (e j : ℂ)) =
      z • (1 : Matrix n n ℂ) - Matrix.diagonal (fun j => (e j : ℂ)) := by
    ext i j
    by_cases hij : i = j
    · subst hij
      simp
    · simp [hij]
  have hA : z • (1 : Matrix n n ℂ) - H =
      U * Matrix.diagonal (fun j => z - (e j : ℂ)) * star U := by
    rw [hd, mul_sub, sub_mul, ← hs, mul_smul_comm, mul_one, smul_mul_assoc, hU]
  have hD : Matrix.diagonal (fun j => z - (e j : ℂ)) *
      Matrix.diagonal (fun j => (z - (e j : ℂ))⁻¹) = 1 := by
    rw [Matrix.diagonal_mul_diagonal, ← Matrix.diagonal_one]
    congr 1
    funext j
    exact mul_inv_cancel₀ (sub_ne_zero.2 (hz j))
  -- the inverse is diagonal in the same basis
  have hmul : (z • (1 : Matrix n n ℂ) - H) *
      (U * Matrix.diagonal (fun j => (z - (e j : ℂ))⁻¹) * star U) = 1 := by
    rw [hA]
    calc _ = U * Matrix.diagonal (fun j => z - (e j : ℂ)) * (star U * U) *
          Matrix.diagonal (fun j => (z - (e j : ℂ))⁻¹) * star U := by
            simp only [mul_assoc]
      _ = 1 := by rw [hU', mul_one, mul_assoc U, hD, mul_one, hU]
  have hG : greenFunction H z =
      U * Matrix.diagonal (fun j => (z - (e j : ℂ))⁻¹) * star U :=
    Matrix.inv_eq_right_inv hmul
  refine ⟨by rw [hG]; exact hmul, ?_⟩
  rw [hG, Matrix.trace_mul_comm, ← mul_assoc, hU', one_mul, Matrix.trace_diagonal]

/-- The Lorentzian is a shifted and rescaled copy of the profile `1 / (1 + x²)`. -/
theorem lorentzian_eq {η : ℝ} (hη : 0 < η) (e E : ℝ) :
    lorentzian η e E = 1 / (π * η) * (1 + ((E - e) / η) ^ 2)⁻¹ := by
  have h1 : 1 + ((E - e) / η) ^ 2 = ((E - e) ^ 2 + η ^ 2) / η ^ 2 := by
    rw [div_pow, add_div, div_self (pow_ne_zero 2 hη.ne')]
    ring
  have h2 : (E - e) ^ 2 + η ^ 2 ≠ 0 := by positivity
  rw [h1, inv_div]
  unfold lorentzian
  field_simp

/-- Each Lorentzian line is integrable over all energies and carries unit weight. -/
theorem lorentzian_integral {η : ℝ} (hη : 0 < η) (e : ℝ) :
    Integrable (lorentzian η e) ∧ ∫ E, lorentzian η e E = 1 := by
  have hf : lorentzian η e = fun E => 1 / (π * η) * (1 + ((E - e) / η) ^ 2)⁻¹ :=
    funext (lorentzian_eq hη e)
  rw [hf]
  constructor
  · exact ((integrable_inv_one_add_sq.comp_div hη.ne').comp_sub_right e).const_mul _
  · have h1 := integral_sub_right_eq_self (μ := volume)
      (fun x : ℝ => (1 + (x / η) ^ 2)⁻¹) e
    have h2 := Measure.integral_comp_div (fun x : ℝ => (1 + x ^ 2)⁻¹) η
    rw [integral_univ_inv_one_add_sq, smul_eq_mul, abs_of_pos hη] at h2
    rw [integral_const_mul, h1, h2]
    field_simp

/-- For `η > 0` the matrix `E + iη - H` is inverted by the Green function, and the broadened
density of states is the sum of Lorentzians centred at the eigenvalues. -/
theorem densityOfStates_eq_sum {H : Matrix n n ℂ} (hH : H.IsHermitian) {η : ℝ}
    (hη : 0 < η) (E : ℝ) :
    ((E + η * Complex.I : ℂ) • (1 : Matrix n n ℂ) - H) *
        greenFunction H (E + η * Complex.I) = 1 ∧
      densityOfStates H η E = ∑ j, lorentzian η (hH.eigenvalues j) E := by
  have hz : ∀ j, (E + η * Complex.I : ℂ) ≠ (hH.eigenvalues j : ℂ) := fun j h =>
    hη.ne' (by simpa using congrArg Complex.im h)
  obtain ⟨hinv, htr⟩ := greenFunction_trace hH hz
  refine ⟨hinv, ?_⟩
  unfold densityOfStates
  rw [htr, Complex.im_sum, ← Finset.sum_neg_distrib, Finset.sum_div]
  refine Finset.sum_congr rfl fun j _ => ?_
  -- imaginary part of a single pole
  have hre : (E + η * Complex.I - (hH.eigenvalues j : ℂ)).re = E - hH.eigenvalues j := by
    simp
  have him : (E + η * Complex.I - (hH.eigenvalues j : ℂ)).im = η := by simp
  rw [Complex.inv_im, Complex.normSq_apply, hre, him]
  unfold lorentzian
  ring

/-- The broadened density of states of an `n`-level Hermitian Hamiltonian is a sum of Lorentzians
at its eigenvalues, is integrable, and integrates over all real energies to `n`. -/
theorem densityOfStates_sum_rule {H : Matrix n n ℂ} (hH : H.IsHermitian) {η : ℝ}
    (hη : 0 < η) :
    (∀ E : ℝ, densityOfStates H η E =
        ∑ j, (η / π) / ((E - hH.eigenvalues j) ^ 2 + η ^ 2)) ∧
      Integrable (densityOfStates H η) ∧
      ∫ E, densityOfStates H η E = Fintype.card n := by
  have hf : densityOfStates H η = fun E => ∑ j, lorentzian η (hH.eigenvalues j) E :=
    funext fun E => (densityOfStates_eq_sum hH hη E).2
  refine ⟨fun E => (densityOfStates_eq_sum hH hη E).2, ?_, ?_⟩
  · rw [hf]
    exact integrable_finsetSum _ fun j _ => (lorentzian_integral hη _).1
  · rw [hf, integral_finsetSum _ fun j _ => (lorentzian_integral hη _).1]
    simp [(lorentzian_integral hη _).2]

/-- The integral of the broadened density of states from `a` to `b` is a sum of arctangent
differences, one for each eigenvalue. -/
theorem window_weight {H : Matrix n n ℂ} (hH : H.IsHermitian) {η : ℝ} (hη : 0 < η)
    (a b : ℝ) :
    ∫ E in a..b, densityOfStates H η E =
      ∑ j, (Real.arctan ((b - hH.eigenvalues j) / η) -
        Real.arctan ((a - hH.eigenvalues j) / η)) / π := by
  have hf : densityOfStates H η = fun E => ∑ j, lorentzian η (hH.eigenvalues j) E :=
    funext fun E => (densityOfStates_eq_sum hH hη E).2
  rw [hf, intervalIntegral.integral_finsetSum
    fun j _ => (lorentzian_integral hη _).1.intervalIntegrable]
  refine Finset.sum_congr rfl fun j _ => ?_
  -- the arctangent is a primitive of the Lorentzian
  have hderiv : ∀ E : ℝ, HasDerivAt
      (fun E => Real.arctan ((E - hH.eigenvalues j) / η) / π)
      (lorentzian η (hH.eigenvalues j) E) E := fun E => by
    refine ((((hasDerivAt_id' E).sub_const (hH.eigenvalues j)).div_const
      η).arctan.div_const π).congr_deriv ?_
    rw [lorentzian_eq hη]
    ring
  rw [intervalIntegral.integral_eq_sub_of_hasDerivAt (fun E _ => hderiv E)
    (lorentzian_integral hη _).1.intervalIntegrable]
  exact (sub_div _ _ _).symm

/-- As the broadening tends to zero from above, the weight in an energy window whose endpoints are
not eigenvalues tends to the number of eigenvalues inside, counted with multiplicity. -/
theorem window_weight_tendsto_count {H : Matrix n n ℂ} (hH : H.IsHermitian) {a b : ℝ}
    (hab : a ≤ b) (ha : ∀ j, hH.eigenvalues j ≠ a) (hb : ∀ j, hH.eigenvalues j ≠ b) :
    Tendsto (fun η : ℝ => ∫ E in a..b, densityOfStates H η E) (𝓝[>] 0)
      (𝓝 ((Finset.univ.filter
        (fun j => a < hH.eigenvalues j ∧ hH.eigenvalues j < b)).card : ℝ)) := by
  -- the arctangent sharpens into a step
  have hpos : ∀ c : ℝ, 0 < c →
      Tendsto (fun η : ℝ => Real.arctan (c / η)) (𝓝[>] 0) (𝓝 (π / 2)) := fun c hc => by
    have h1 : Tendsto (fun η : ℝ => c / η) (𝓝[>] 0) atTop := by
      simpa only [div_eq_mul_inv] using tendsto_inv_nhdsGT_zero.const_mul_atTop hc
    exact (Real.tendsto_arctan_atTop.mono_right nhdsWithin_le_nhds).comp h1
  have hneg : ∀ c : ℝ, c < 0 →
      Tendsto (fun η : ℝ => Real.arctan (c / η)) (𝓝[>] 0) (𝓝 (-(π / 2))) := fun c hc => by
    refine (hpos (-c) (neg_pos.2 hc)).neg.congr fun η => ?_
    rw [neg_div, Real.arctan_neg, neg_neg]
  rw [← Finset.sum_boole]
  have hev : (fun η : ℝ => ∑ j, (Real.arctan ((b - hH.eigenvalues j) / η) -
      Real.arctan ((a - hH.eigenvalues j) / η)) / π) =ᶠ[𝓝[>] 0]
      fun η : ℝ => ∫ E in a..b, densityOfStates H η E := by
    filter_upwards [self_mem_nhdsWithin] with η hη
    exact (window_weight hH hη a b).symm
  refine Tendsto.congr' hev (tendsto_finsetSum _ fun j _ => ?_)
  -- a level contributes one if it lies inside the window and zero otherwise
  rcases lt_or_gt_of_ne (ha j) with h1 | h1
  · rw [if_neg (fun h => lt_asymm h.1 h1)]
    have h := ((hpos _ (sub_pos.2 (h1.trans_le hab))).sub
      (hpos _ (sub_pos.2 h1))).div_const π
    rwa [sub_self, zero_div] at h
  · rcases lt_or_gt_of_ne (hb j) with h2 | h2
    · rw [if_pos ⟨h1, h2⟩]
      have h := ((hpos _ (sub_pos.2 h2)).sub (hneg _ (sub_neg.2 h1))).div_const π
      rwa [sub_neg_eq_add, add_halves, div_self Real.pi_ne_zero] at h
    · rw [if_neg (fun h => lt_asymm h.2 h2)]
      have h := ((hneg _ (sub_neg.2 h2)).sub (hneg _ (sub_neg.2 h1))).div_const π
      rwa [sub_self, zero_div] at h

end

end BroadenedDensityOfStates
```

```lean
#print axioms BroadenedDensityOfStates.densityOfStates_sum_rule
#print axioms BroadenedDensityOfStates.window_weight_tendsto_count
```

```
'BroadenedDensityOfStates.densityOfStates_sum_rule' depends on axioms: [propext, Classical.choice, Quot.sound]
'BroadenedDensityOfStates.window_weight_tendsto_count' depends on axioms: [propext, Classical.choice, Quot.sound]
```

## How the proof follows the calculation

`greenFunction_trace` takes U from Mathlib's spectral theorem. Its step `hA` is the factorisation of zI − H, and `hmul` multiplies this by the proposed inverse and obtains the identity. `Matrix.inv_eq_right_inv` then identifies the proposal with the Green function, and `Matrix.trace_mul_comm` is the cyclic property of the trace.

`densityOfStates_eq_sum` compares imaginary parts to show that E + iη is not an eigenvalue, then computes the imaginary part of each pole.

`lorentzian_eq` rewrites the line in terms of x = (E − e)/η. `lorentzian_integral` combines this with the known integral of 1/(1 + x²), a shift and a rescaling. `densityOfStates_sum_rule` exchanges the integral with the finite sum and adds up the unit weights.

`window_weight` differentiates the arctangent and applies the fundamental theorem of calculus. In `window_weight_tendsto_count`, `hpos` and `hneg` are the two limits of arctan(c/η), and the case split places each level below a, between a and b, or above b.

## The trace on an energy grid

In Python with NumPy imported as `np`, the density at one energy is

`-np.trace(np.linalg.inv((E + 1j*eta)*np.eye(n) - H)).imag/np.pi`

If the eigenvalues are already known, summing the Lorentzians gives the same number without an inversion at each energy.

For n ≥ 1, the exact integral over a finite window falls short of n because the Lorentzian tails extend beyond the window. A numerical integral also has a grid error, and when the grid spacing is much larger than η it can exceed n. For a level at the centre of a window reaching a distance W to each side, the missing weight is

1 − (2/π) arctan(W/η) ≈ 2η/(πW) for W much larger than η.

With W = 10η this is about 6 per cent, so a numerical integral over a finite window is better compared with the arctangent formula than with n.
